# The electron-number variance of a normalised BCS product state is 4 Σ_k |u_k|²|v_k|²

A BCS state has in general no definite electron number, and adjusting the chemical potential fixes only the mean. If the spread about that mean is ignored, a calculation meant for ten electrons can carry much of its weight on eight and twelve, and the mean gives no sign of it. For a product state over finitely many pair levels, the variance follows from the occupation probabilities alone, so this number mixing can be read off from the amplitudes of a mean-field calculation.

## Pair configurations and their weights

A pair level k holds either no electrons or two, for example a time-reversed pair of spin orbitals, each with room for one electron. The levels form a finite set, the type `ι`.

In Lean 4 with Mathlib:

```lean
import Mathlib

namespace BCSNumberFluctuations

noncomputable section

variable {ι : Type*} [Fintype ι] [DecidableEq ι]
```

A configuration s says for each level whether it is occupied (`true`) or empty (`false`). The BCS state gives it the amplitude

    A(s) = ∏_k a_k(s_k),  with a_k(true) = v_k and a_k(false) = u_k.

The numbers u_k and v_k are complex. The state is represented by these amplitudes, not by creation operators acting on a Fock space.

```lean
/-- Amplitude of a pair configuration in the BCS state: a factor `v k` for each occupied
pair level and `u k` for each empty one. -/
def amplitude (u v : ι → ℂ) (s : ι → Bool) : ℂ := ∏ k, if s k then v k else u k
```

An observable F that is diagonal in the configurations has the expectation value

    ⟨F⟩ = Σ_s |A(s)|² F(s).

There is no division by the norm. The theorems on the mean and the variance therefore assume |u_k|² + |v_k|² = 1 for every k, the hypothesis `h`, which makes the weights |A(s)|² sum to one. Only moduli enter, so the phases of the amplitudes have no effect here.

```lean
/-- Expectation value of an observable that is diagonal in the pair configurations. -/
def expect (u v : ι → ℂ) (F : (ι → Bool) → ℝ) : ℝ := ∑ s, ‖amplitude u v s‖ ^ 2 * F s
```

The pair number of level k is n_k = 1 if the level is occupied and n_k = 0 if it is empty.

```lean
/-- Number of pairs (one or zero) in a single level. -/
def occ (b : Bool) : ℝ := if b then 1 else 0
```

Each pair contributes two electrons:

    N = 2 Σ_k n_k.

```lean
/-- Electron number of a configuration: two electrons per occupied pair level. -/
def electronNumber (s : ι → Bool) : ℝ := 2 * ∑ k, occ (s k)
```

The variance is the expected squared deviation from the mean:

    Var N = ⟨(N − ⟨N⟩)²⟩.

```lean
/-- Variance of the electron number in the BCS state. -/
def numberVariance (u v : ι → ℂ) : ℝ :=
  expect u v fun s => (electronNumber s - expect u v electronNumber) ^ 2
```

## Independent levels

Let g_k be a function of the occupation of level k alone. The squared modulus of a product is the product of the squared moduli, and a sum over all configurations of a product over levels is a product of two-term sums:

    ⟨∏_k g_k(s_k)⟩ = Σ_s ∏_k |a_k(s_k)|² g_k(s_k)
                   = ∏_k (|v_k|² g_k(true) + |u_k|² g_k(false)).

This step does not need normalisation.

```lean
/-- The expectation value of a product of single-level observables is the product of
single-level averages. -/
theorem expect_prod (u v : ι → ℂ) (g : ι → Bool → ℝ) :
    expect u v (fun s => ∏ k, g k (s k)) =
      ∏ k, (‖v k‖ ^ 2 * g k true + ‖u k‖ ^ 2 * g k false) := by
  have h : ∀ k, ‖v k‖ ^ 2 * g k true + ‖u k‖ ^ 2 * g k false =
      ∑ b : Bool, ‖if b then v k else u k‖ ^ 2 * g k b := by
    intro k
    simp
  -- expand the product of sums into a sum over configurations
  rw [Finset.prod_congr rfl (fun k _ => h k), Finset.prod_univ_sum, Fintype.piFinset_univ]
  unfold expect amplitude
  refine Finset.sum_congr rfl fun s _ => ?_
  rw [norm_prod, ← Finset.prod_pow, ← Finset.prod_mul_distrib]
```

The proof runs from right to left: `Finset.prod_univ_sum` multiplies out the product of sums, and `norm_prod` then splits the modulus of the amplitude into its factors.

Expectation values are also linear, because the two finite sums can be exchanged:

    ⟨c Σ_k F_k⟩ = c Σ_k ⟨F_k⟩.

The index k here runs over any finite type `κ`, which allows a later sum over pairs of levels.

```lean
/-- Expectation values are linear in the observable. -/
theorem expect_linear {κ : Type*} [Fintype κ] (u v : ι → ℂ) (c : ℝ)
    (F : κ → (ι → Bool) → ℝ) :
    expect u v (fun s => c * ∑ k, F k s) = c * ∑ k, expect u v (F k) := by
  simp only [expect, Finset.mul_sum]
  rw [Finset.sum_comm]
  exact Finset.sum_congr rfl fun k _ => Finset.sum_congr rfl fun s _ => by ring
```

## Mean and variance of the electron number

To find ⟨n_k⟩, write n_k as a product over all levels j, with the factor n_j at j = k and the factor 1 elsewhere. The factorised expectation has |v_j|² + |u_j|² = 1 at each j ≠ k, and |v_k|² · 1 + |u_k|² · 0 at j = k. Hence

    ⟨n_k⟩ = |v_k|²,
    ⟨N⟩ = 2 Σ_k |v_k|².

```lean
/-- The mean electron number of the BCS state is `2 ∑ |v k|²`. -/
theorem number_mean {u v : ι → ℂ} (h : ∀ k, ‖u k‖ ^ 2 + ‖v k‖ ^ 2 = 1) :
    expect u v electronNumber = 2 * ∑ k, ‖v k‖ ^ 2 := by
  -- each level is occupied with probability `|v k|²`
  have hocc : ∀ k, expect u v (fun s => occ (s k)) = ‖v k‖ ^ 2 := by
    intro k
    have e : (fun s : ι → Bool => occ (s k)) =
        fun s => ∏ j, (if j = k then occ (s j) else 1) := by
      funext s
      simp
    rw [e]
    refine (expect_prod u v (fun j b => if j = k then occ b else 1)).trans ?_
    rw [Finset.prod_eq_single k]
    · simp [occ]
    · intro j _ hj
      simp only [hj, if_false, mul_one]
      linarith [h j]
    · simp
  refine (expect_linear u v 2 (fun k s => occ (s k))).trans ?_
  rw [Finset.sum_congr rfl (fun k _ => hocc k)]
```

In the proof, `hocc` is the single-level result, and `Finset.prod_eq_single` removes the factors equal to one.

The fluctuations need the deviations d_k = n_k − |v_k|². For k ≠ l, the product d_k d_l factorises, and the factor of level k is

    |v_k|² (1 − |v_k|²) + |u_k|² (−|v_k|²) = |v_k|²|u_k|² − |u_k|²|v_k|² = 0.

For k = l there is one non-trivial factor,

    |v_k|² (1 − |v_k|²)² + |u_k|² |v_k|⁴ = |u_k|²|v_k|² (|u_k|² + |v_k|²) = |u_k|²|v_k|².

Different levels are thus uncorrelated, and each level has the variance of a yes-or-no variable.

```lean
/-- Occupations of different pair levels are uncorrelated, and the occupation of level `k`
has variance `|u k|² |v k|²`. -/
theorem occupation_covariance {u v : ι → ℂ} (h : ∀ k, ‖u k‖ ^ 2 + ‖v k‖ ^ 2 = 1) (k l : ι) :
    expect u v (fun s => (occ (s k) - ‖v k‖ ^ 2) * (occ (s l) - ‖v l‖ ^ 2)) =
      if k = l then ‖u k‖ ^ 2 * ‖v k‖ ^ 2 else 0 := by
  have e : (fun s : ι → Bool => (occ (s k) - ‖v k‖ ^ 2) * (occ (s l) - ‖v l‖ ^ 2)) =
      fun s => ∏ j, ((if j = k then occ (s j) - ‖v j‖ ^ 2 else 1) *
        (if j = l then occ (s j) - ‖v j‖ ^ 2 else 1)) := by
    funext s
    simp only [Finset.prod_mul_distrib, Finset.prod_ite_eq', Finset.mem_univ, if_true]
  have hu : ‖u k‖ ^ 2 = 1 - ‖v k‖ ^ 2 := by linarith [h k]
  rw [e]
  refine (expect_prod u v (fun j b => (if j = k then occ b - ‖v j‖ ^ 2 else 1) *
    (if j = l then occ b - ‖v j‖ ^ 2 else 1))).trans ?_
  by_cases hkl : k = l
  · subst hkl
    rw [Finset.prod_eq_single k]
    · simp only [occ, eq_self, if_true, Bool.false_eq_true, if_false]
      rw [hu]
      ring
    · intro j _ hj
      simp only [hj, if_false, mul_one]
      linarith [h j]
    · simp
  · -- the factor of level `k` is its mean deviation, which vanishes
    rw [if_neg hkl]
    refine Finset.prod_eq_zero (Finset.mem_univ k) ?_
    simp only [occ, eq_self, if_true, hkl, Bool.false_eq_true, if_false]
    rw [hu]
    ring
```

The case split `by_cases hkl` follows these two calculations. In both, `hu` replaces |u_k|² by 1 − |v_k|², and `ring` finishes the algebra.

The deviation of N is 2 Σ_k d_k. Squaring it gives a double sum, of which only the diagonal survives:

    Var N = 4 Σ_k Σ_l ⟨d_k d_l⟩ = 4 Σ_k |u_k|²|v_k|².

```lean
/-- The electron-number variance of the BCS state is `4 ∑ |u k|² |v k|²`. -/
theorem number_variance {u v : ι → ℂ} (h : ∀ k, ‖u k‖ ^ 2 + ‖v k‖ ^ 2 = 1) :
    numberVariance u v = 4 * ∑ k, ‖u k‖ ^ 2 * ‖v k‖ ^ 2 := by
  -- the squared deviation is a double sum over pairs of levels
  have e : (fun s : ι → Bool => (electronNumber s - expect u v electronNumber) ^ 2) =
      fun s => 4 * ∑ p : ι × ι,
        (occ (s p.1) - ‖v p.1‖ ^ 2) * (occ (s p.2) - ‖v p.2‖ ^ 2) := by
    funext s
    have hp : ∑ p : ι × ι, (occ (s p.1) - ‖v p.1‖ ^ 2) * (occ (s p.2) - ‖v p.2‖ ^ 2) =
        (∑ k, (occ (s k) - ‖v k‖ ^ 2)) * ∑ k, (occ (s k) - ‖v k‖ ^ 2) := by
      rw [Finset.sum_mul_sum, Fintype.sum_prod_type]
    rw [hp, number_mean h, Finset.sum_sub_distrib, electronNumber]
    ring
  unfold numberVariance
  rw [e]
  refine (expect_linear u v 4 (fun (p : ι × ι) s =>
    (occ (s p.1) - ‖v p.1‖ ^ 2) * (occ (s p.2) - ‖v p.2‖ ^ 2))).trans ?_
  rw [Finset.sum_congr rfl (fun p _ => occupation_covariance h p.1 p.2),
    Fintype.sum_prod_type]
  simp
```

Here `e` rewrites the square as a sum over pairs `p` of levels, linearity moves the expectation inside, and `occupation_covariance` evaluates each term.

## Sharp number and an upper bound

A sum of non-negative terms vanishes only if every term does. Therefore

    Var N = 0  ⇔  for every k, u_k = 0 or v_k = 0.

With normalisation, every level is then certainly occupied or certainly empty, as in a filled Fermi sea.

```lean
/-- The electron number is sharp exactly when every pair level has `u k = 0` or `v k = 0`. -/
theorem variance_eq_zero_iff {u v : ι → ℂ} (h : ∀ k, ‖u k‖ ^ 2 + ‖v k‖ ^ 2 = 1) :
    numberVariance u v = 0 ↔ ∀ k, u k = 0 ∨ v k = 0 := by
  rw [number_variance h, mul_eq_zero, or_iff_right (by norm_num : (4 : ℝ) ≠ 0),
    Finset.sum_eq_zero_iff_of_nonneg (fun k _ => by positivity)]
  simp
```

Since |u_k|² = 1 − |v_k|² ≤ 1, each term obeys |u_k|²|v_k|² ≤ |v_k|², and so

    Var N ≤ 4 Σ_k |v_k|² = 2⟨N⟩.

When ⟨N⟩ > 0, the standard deviation divided by the mean is at most √(2/⟨N⟩). This guarantees a small relative spread when the mean electron number is large, but not when it is small.

```lean
/-- The electron-number variance is at most twice the mean electron number. -/
theorem variance_le_two_mean {u v : ι → ℂ} (h : ∀ k, ‖u k‖ ^ 2 + ‖v k‖ ^ 2 = 1) :
    numberVariance u v ≤ 2 * expect u v electronNumber := by
  have hs : ∑ k, ‖u k‖ ^ 2 * ‖v k‖ ^ 2 ≤ ∑ k, ‖v k‖ ^ 2 :=
    Finset.sum_le_sum fun k _ => by nlinarith [h k, sq_nonneg (‖v k‖ ^ 2)]
  rw [number_variance h, number_mean h]
  linarith
```

## Amplitudes with a constant gap

Let x be the single-particle energy measured from the Fermi level, and let Δ > 0 be the gap, which stands for the strength of the pairing field. It is taken to be the same for every level, and it is an input here, not a solution of the gap equation. The quasiparticle energy is

    E = √(x² + Δ²).

```lean
/-- Quasiparticle energy at distance `x` from the Fermi level for gap `Δ`. -/
def qpEnergy (Δ x : ℝ) : ℝ := √(x ^ 2 + Δ ^ 2)
```

The amplitude for an empty level is the standard BCS form, chosen real and non-negative:

    u = √((1 + x/E)/2).

It tends to one far above the Fermi level.

```lean
/-- BCS amplitude for an empty pair level at energy `x`. -/
def uGap (Δ x : ℝ) : ℝ := √((1 + x / qpEnergy Δ x) / 2)
```

The amplitude for an occupied level is

    v = √((1 − x/E)/2),

which tends to one far below the Fermi level.

```lean
/-- BCS amplitude for an occupied pair level at energy `x`. -/
def vGap (Δ x : ℝ) : ℝ := √((1 - x / qpEnergy Δ x) / 2)
```

Because |x| ≤ E, both radicands are non-negative, and squaring removes the roots. Then

    u² + v² = 1,
    4u²v² = (1 + x/E)(1 − x/E) = (E² − x²)/E² = Δ²/(x² + Δ²).

The second line is a Lorentzian in x with half-width Δ and height one.

```lean
/-- The gap amplitudes are normalised, and `4u²v²` is a Lorentzian of half-width `Δ`. -/
theorem gap_amplitudes {Δ : ℝ} (hΔ : 0 < Δ) (x : ℝ) :
    uGap Δ x ^ 2 + vGap Δ x ^ 2 = 1 ∧
      4 * uGap Δ x ^ 2 * vGap Δ x ^ 2 = Δ ^ 2 / (x ^ 2 + Δ ^ 2) := by
  have hE : 0 < qpEnergy Δ x := Real.sqrt_pos.2 (by positivity)
  have hE2 : qpEnergy Δ x ^ 2 = x ^ 2 + Δ ^ 2 := Real.sq_sqrt (by positivity)
  have hx : |x| ≤ qpEnergy Δ x := Real.abs_le_sqrt (by nlinarith [sq_nonneg Δ])
  obtain ⟨h1, h2⟩ := abs_le.1 hx
  have h3 : -1 ≤ x / qpEnergy Δ x := by rw [le_div_iff₀ hE]; linarith
  have h4 : x / qpEnergy Δ x ≤ 1 := by rw [div_le_iff₀ hE]; linarith
  have hu : uGap Δ x ^ 2 = (1 + x / qpEnergy Δ x) / 2 := Real.sq_sqrt (by linarith)
  have hv : vGap Δ x ^ 2 = (1 - x / qpEnergy Δ x) / 2 := Real.sq_sqrt (by linarith)
  have hD : Δ ^ 2 = qpEnergy Δ x ^ 2 - x ^ 2 := by linarith
  refine ⟨by rw [hu, hv]; ring, ?_⟩
  rw [hu, hv, ← hE2, hD]
  field_simp
  ring
```

The facts `h3` and `h4` bound x/E between −1 and 1, which `Real.sq_sqrt` needs in order to give `hu` and `hv`.

For levels at energies x_k, these amplitudes satisfy the normalisation hypothesis, so the general variance becomes

    Var N = Σ_k 4u_k²v_k² = Σ_k Δ²/(x_k² + Δ²).

A level at the Fermi energy contributes one, and a level far from it contributes almost nothing.

```lean
/-- For pair levels at energies `x k` and gap `Δ`, the electron-number variance is
`∑ Δ² / (x k² + Δ²)`. -/
theorem gap_number_variance {Δ : ℝ} (hΔ : 0 < Δ) (x : ι → ℝ) :
    numberVariance (fun k => (uGap Δ (x k) : ℂ)) (fun k => (vGap Δ (x k) : ℂ)) =
      ∑ k, Δ ^ 2 / (x k ^ 2 + Δ ^ 2) := by
  rw [number_variance (fun k => by
    simpa only [Complex.norm_real, Real.norm_eq_abs, sq_abs] using (gap_amplitudes hΔ (x k)).1),
    Finset.mul_sum]
  refine Finset.sum_congr rfl fun k _ => ?_
  simp only [Complex.norm_real, Real.norm_eq_abs, sq_abs]
  rw [← (gap_amplitudes hΔ (x k)).2]
  ring
```

The real amplitudes are read as complex numbers in this statement, and `Complex.norm_real` turns their moduli back into real absolute values.

## The Lorentzian integrated over energy

For closely spaced levels with a constant density N0 of pair levels per unit energy, a physicist replaces Σ_k by N0 ∫ dx. The theorem evaluates the resulting integrals; the replacement itself is an approximation that enters as physics. With y = x/Δ,

    N0 ∫ 4u²v² dx = N0 Δ ∫ dy/(1 + y²) = π N0 Δ

over the whole line, and

    N0 ∫ 4u²v² dx = N0 Δ [arctan(W/Δ) − arctan(−W/Δ)] = 2 N0 Δ arctan(W/Δ)

from −W to W. The whole line idealises a band much wider than the gap. At W = Δ the window already gives half of the full value, so in this constant-density model the number fluctuations come largely from levels within a few Δ of the Fermi energy.

```lean
/-- For a constant density `N0` of pair levels, `N0` times the integral of `4u²v²` is
`π N0 Δ` over the whole line and `2 N0 Δ arctan (W/Δ)` over the window from `-W` to `W`. -/
theorem continuum_variance {Δ : ℝ} (hΔ : 0 < Δ) (N0 W : ℝ) :
    N0 * (∫ x : ℝ, 4 * uGap Δ x ^ 2 * vGap Δ x ^ 2) = Real.pi * N0 * Δ ∧
      N0 * (∫ x in (-W)..W, 4 * uGap Δ x ^ 2 * vGap Δ x ^ 2) =
        2 * N0 * Δ * Real.arctan (W / Δ) := by
  -- in units of the gap the integrand is the derivative of the arctangent
  have e : ∀ x : ℝ, 4 * uGap Δ x ^ 2 * vGap Δ x ^ 2 = (1 + (x / Δ) ^ 2)⁻¹ := by
    intro x
    have hq : 1 + (x / Δ) ^ 2 = (x ^ 2 + Δ ^ 2) / Δ ^ 2 := by
      field_simp
      ring
    rw [(gap_amplitudes hΔ x).2, hq, inv_div]
  simp_rw [e]
  constructor
  · rw [MeasureTheory.Measure.integral_comp_div (fun y : ℝ => (1 + y ^ 2)⁻¹) Δ,
      integral_univ_inv_one_add_sq, abs_of_pos hΔ, smul_eq_mul]
    ring
  · rw [intervalIntegral.integral_comp_div (fun y : ℝ => (1 + y ^ 2)⁻¹) hΔ.ne',
      integral_inv_one_add_sq, neg_div, Real.arctan_neg, smul_eq_mul]
    ring

end

end BCSNumberFluctuations
```

The equation `e` puts the integrand into the form 1/(1 + (x/Δ)²). The two `integral_comp_div` lemmas carry out the substitution and supply the factor Δ, and Mathlib's arctangent integrals give the values.

```lean
#print axioms BCSNumberFluctuations.number_variance
#print axioms BCSNumberFluctuations.variance_le_two_mean
#print axioms BCSNumberFluctuations.gap_number_variance
#print axioms BCSNumberFluctuations.continuum_variance
```

```
'BCSNumberFluctuations.number_variance' depends on axioms: [propext, Classical.choice, Quot.sound]
'BCSNumberFluctuations.variance_le_two_mean' depends on axioms: [propext, Classical.choice, Quot.sound]
'BCSNumberFluctuations.gap_number_variance' depends on axioms: [propext, Classical.choice, Quot.sound]
'BCSNumberFluctuations.continuum_variance' depends on axioms: [propext, Classical.choice, Quot.sound]
```
